# The Fourier transform of a spherical exponential charge density at nonzero wave number

A spherical charge density q/(8πc³) · exp(−r/c), with charge q and decay length c, has the Fourier transform q/(1 + c²k²)² at wave number k. The lemma states this for real q, c > 0 and k ≠ 0, where the transform is defined as the radial integral 4π/k · ∫ r sin(kr) ρ(r) dr over r > 0. The proof takes the constant prefactor out of the integral and inserts the value 2kc³/(1 + c²k²)², which the preceding theorem `integral_sine_exp` supplies. What is left is an algebraic identity, which the attempt tries to prove with `field_simp` and then `norm_num`.

An attempt in Lean 4 with a fault in it:

```lean
import Mathlib

open Real Set Filter MeasureTheory Topology

noncomputable section

namespace ExponentialModelCharge

/-- The exponential model charge density at radius `r`, with charge `q` and decay length
`c > 0`. -/
def expDensity (q c r : ℝ) : ℝ := q / (8 * π * c ^ 3) * Real.exp (-(r / c))

/-- The three-dimensional Fourier transform of a spherical density, as a radial integral,
at wave number `k ≠ 0`. -/
def radialFourier (ρ : ℝ → ℝ) (k : ℝ) : ℝ :=
  4 * π / k * ∫ r in Ioi (0 : ℝ), r * Real.sin (k * r) * ρ r

/-- The radial sine integral of an exponential with decay length `c > 0`. -/
theorem integral_sine_exp {c : ℝ} (hc : 0 < c) (k : ℝ) :
    ∫ r in Ioi (0 : ℝ), r * Real.sin (k * r) * Real.exp (-(r / c)) =
      2 * k * c ^ 3 / (1 + c ^ 2 * k ^ 2) ^ 2 := by
  have hu : 1 + c ^ 2 * k ^ 2 ≠ 0 := by positivity
  have he : ∀ r : ℝ, HasDerivAt (fun r => Real.exp (-(r / c)))
      (Real.exp (-(r / c)) * (-(1 / c))) r :=
    fun r => ((hasDerivAt_id' r).div_const c).fun_neg.exp
  have hdiv : Tendsto (fun r : ℝ => r / c) atTop atTop := tendsto_id.atTop_div_const hc
  have e0 : Tendsto (fun r : ℝ => Real.exp (-(r / c))) atTop (𝓝 0) :=
    Real.tendsto_exp_neg_atTop_nhds_zero.comp hdiv
  have e1 : Tendsto (fun r : ℝ => r * Real.exp (-(r / c))) atTop (𝓝 0) := by
    have h := ((Real.tendsto_pow_mul_exp_neg_atTop_nhds_zero 1).comp hdiv).const_mul c
    rw [mul_zero] at h
    refine h.congr fun r => ?_
    simp only [Function.comp_apply, pow_one]
    rw [← mul_assoc, mul_div_cancel₀ r hc.ne']
  -- the integrand is dominated by r exp(-r/c)
  have hdom : IntegrableOn (fun r : ℝ => r * Real.exp (-(r / c))) (Ioi 0) := by
    refine integrableOn_Ioi_deriv_of_nonneg'
      (g := fun r => -c * (r * Real.exp (-(r / c))) + -c ^ 2 * Real.exp (-(r / c)))
      (l := -c * 0 + -c ^ 2 * 0) (fun r _ => ?_)
      (fun r hr => mul_nonneg (le_of_lt hr) (Real.exp_pos _).le)
      ((e1.const_mul (-c)).add (e0.const_mul (-c ^ 2)))
    refine ((((hasDerivAt_id' r).fun_mul (he r)).const_mul (-c)).fun_add
      ((he r).const_mul (-c ^ 2))).congr_deriv ?_
    field_simp
    ring
  have hint : IntegrableOn
      (fun r : ℝ => r * Real.sin (k * r) * Real.exp (-(r / c))) (Ioi 0) := by
    refine Integrable.mono' hdom (Continuous.aestronglyMeasurable (by fun_prop))
      ((ae_restrict_iff' measurableSet_Ioi).2 (Eventually.of_forall fun r hr => ?_))
    have hr0 : 0 < r := hr
    rw [Real.norm_eq_abs, abs_mul, abs_mul, abs_of_pos hr0, abs_of_pos (Real.exp_pos _)]
    exact mul_le_mul_of_nonneg_right
      (mul_le_of_le_one_right hr0.le (Real.abs_sin_le_one _)) (Real.exp_pos _).le
  have hb : ∀ f g : ℝ → ℝ, Tendsto f atTop (𝓝 0) → (∀ r, |g r| ≤ 1) →
      Tendsto (fun r => f r * g r) atTop (𝓝 0) := by
    intro f g hf hg
    refine squeeze_zero_norm (a := fun r => |f r|) (fun r => ?_) (by simpa using hf.abs)
    rw [Real.norm_eq_abs, abs_mul]
    exact mul_le_of_le_one_right (abs_nonneg _) (hg r)
  have hs : ∀ r : ℝ, |Real.sin (k * r)| ≤ 1 := fun r => Real.abs_sin_le_one _
  have hco : ∀ r : ℝ, |Real.cos (k * r)| ≤ 1 := fun r => Real.abs_cos_le_one _
  have hl := ((((hb _ _ e1 hs).const_mul (-(c / (1 + c ^ 2 * k ^ 2)))).add
    ((hb _ _ e1 hco).const_mul (-(k * c ^ 2 / (1 + c ^ 2 * k ^ 2))))).add
    ((hb _ _ e0 hs).const_mul (-((c ^ 2 - k ^ 2 * c ^ 4) / (1 + c ^ 2 * k ^ 2) ^ 2)))).add
    ((hb _ _ e0 hco).const_mul (-(2 * k * c ^ 3 / (1 + c ^ 2 * k ^ 2) ^ 2)))
  rw [integral_Ioi_of_hasDerivAt_of_tendsto' (fun r _ => ?_) hint hl]
  · simp
  · have h1 := (hasDerivAt_id' r).fun_mul (he r)
    have h2 := ((hasDerivAt_id' r).const_mul k).sin
    have h3 := ((hasDerivAt_id' r).const_mul k).cos
    refine (((((h1.fun_mul h2).const_mul _).fun_add ((h1.fun_mul h3).const_mul _)).fun_add
      (((he r).fun_mul h2).const_mul _)).fun_add
      (((he r).fun_mul h3).const_mul _)).congr_deriv ?_
    field_simp
    ring

/-- The Fourier transform of the exponential model charge is `q / (1 + c² k²)²`. -/
theorem radialFourier_expDensity {c k : ℝ} (q : ℝ) (hc : 0 < c) (hk : k ≠ 0) :
    radialFourier (expDensity q c) k = q / (1 + c ^ 2 * k ^ 2) ^ 2 := by
  have hu : 1 + c ^ 2 * k ^ 2 ≠ 0 := by positivity
  have h : ∀ r : ℝ, r * Real.sin (k * r) * expDensity q c r =
      q / (8 * π * c ^ 3) * (r * Real.sin (k * r) * Real.exp (-(r / c))) := by
    intro r
    unfold expDensity
    ring
  unfold radialFourier
  simp_rw [h]
  rw [integral_const_mul, integral_sine_exp hc k]
  field_simp
  norm_num

end ExponentialModelCharge
```

Lean reports:

```
Main.lean:79:70: error: unsolved goals
c k q : ℝ
hc : 0 < c
hk : k ≠ 0
hu : 1 + c ^ 2 * k ^ 2 ≠ 0
h : ∀ (r : ℝ), r * sin (k * r) * expDensity q c r = q / (8 * π * c ^ 3) * (r * sin (k * r) * rexp (-(r / c)))
⊢ 4 * q * 2 = q * 8
```

Lean accepts the file once it reads:

```diff
@@ -88,5 +88,5 @@
   rw [integral_const_mul, integral_sine_exp hc k]
   field_simp
-  norm_num
+  ring
 
 end ExponentialModelCharge
```

Cause. The message says that the proof ends with a goal still open, `4 * q * 2 = q * 8`. The integral has already been evaluated by then, and the remaining equation is true: both sides are eight times `q`.

`norm_num` does arithmetic on numerals and simplifies, but it does not rearrange a product to bring its numerals together. On the left, `4 * q * 2` is read as `(4 * q) * 2`, so `q` stands between the 4 and the 2 and they are never multiplied. Nor do the two sides share a factor in the same position that simplification could cancel. `norm_num` therefore stops without closing the goal.

The diff's one change puts `ring` in place of `norm_num`. `ring` proves identities that follow from the laws of commutative rings, reordering factors and combining numerical coefficients as needed, and so it closes the goal that `field_simp` leaves.
